# A linear starting matrix for canonical purification with trace N and eigenvalues between 0 and 1

**A:** Let \(H\) be a real symmetric \(n\times n\) matrix with \(n\ge 1\), mean level \(\mu=\operatorname{tr}H/n\), and spectrum inside \([a,b]\), where \(a<\mu<b\). For \(0\le N\le n\), put

\[
L=\min\!\left(\frac{N}{b-\mu},\,\frac{n-N}{\mu-a}\right),\qquad
P_0=\frac{L(\mu 1-H)+N1}{n}.
\]

Then \(\operatorname{tr}P_0=N\), and both \(P_0\) and \(1-P_0\) are positive semidefinite, so every eigenvalue of \(P_0\) lies between 0 and 1.

**Q:** Canonical purification is an iteration that aims at a projector. Where is the iteration?

**A:** It isn't there. The theorem concerns the matrix from which the iteration starts, and says nothing about convergence or idempotency. The result bears on density-matrix electronic structure as a check of that starting matrix, for a single-particle Hamiltonian in a finite orthonormal basis.

**Q:** Then show me what stands for the Hamiltonian and the basis.

**A:** The finite type `ι` labels the basis functions, and `Fintype.card ι` is \(n\). A Hamiltonian is a `Matrix ι ι ℝ`. The identity matrix plays the part of the overlap matrix, which is why the basis has to be orthonormal. Complex Hamiltonians are not covered.

```lean
import Mathlib

open Matrix

namespace CanonicalPurificationGuess

noncomputable section

variable {ι : Type*} [Fintype ι] [DecidableEq ι]
```

The mean level is the trace divided by the number of basis functions:

```lean
/-- The mean level `μ = tr H / n` of a Hamiltonian matrix on a nonempty basis. -/
def meanEnergy (H : Matrix ι ι ℝ) : ℝ := H.trace / (Fintype.card ι : ℝ)
```

**Q:** And the density matrix? You have defined it with one particular slope.

**A:** The file first allows any real slope \(t\), and I will write

\[
P_t=\frac{t(\mu 1-H)+N1}{n}
\]

for `linearGuess H N t`. The number \(N\) is real, so the starting matrix may have a fractional filling, although a projector always has an integer trace. It counts electrons if the basis consists of spin orbitals, and doubly occupied orbitals if the basis is spatial and the shell is closed.

```lean
/-- The linear trial density matrix `(t (μ - H) + N) / n` with slope `t`, on a nonempty basis. -/
def linearGuess (H : Matrix ι ι ℝ) (N t : ℝ) : Matrix ι ι ℝ :=
  (Fintype.card ι : ℝ)⁻¹ • (t • (meanEnergy H • (1 : Matrix ι ι ℝ) - H) + N • 1)
```

The same linear function, applied to an energy \(e\) instead of a matrix, is

\[
f_t(e)=\frac{t(\mu-e)+N}{n}.
\]

This is `occupation H N t e`. For \(t\ge 0\) it does not increase with energy, so a lower level never receives less than a higher one.

```lean
/-- The occupation `(t (μ - e) + N) / n` that the linear guess assigns to the energy `e`,
on a nonempty basis. -/
def occupation (H : Matrix ι ι ℝ) (N t e : ℝ) : ℝ :=
  (t * (meanEnergy H - e) + N) / (Fintype.card ι : ℝ)
```

The slope \(L\) is then a separate definition, with `a` and `b` as the spectral bounds:

```lean
/-- The canonical slope, the smaller of `N / (b - μ)` and `(n - N) / (μ - a)`,
for spectral bounds with `a < μ < b`. -/
def canonicalSlope (H : Matrix ι ι ℝ) (N a b : ℝ) : ℝ :=
  min (N / (b - meanEnergy H)) (((Fintype.card ι : ℝ) - N) / (meanEnergy H - a))
```

**Q:** Why should the particle number come out right before you have chosen the slope?

**A:** Because the slope multiplies a traceless matrix. We have \(\operatorname{tr}(\mu 1-H)=n\mu-\operatorname{tr}H=0\), hence

\[
\operatorname{tr}P_t=\frac{t\cdot 0+nN}{n}=N.
\]

The Lean proof takes the same route. It expands the trace by linearity, replaces \(\mu n\) by \(\operatorname{tr}H\), and cancels \(n\), which is nonzero because `Nonempty ι` demands at least one basis function.

```lean
/-- The linear guess has trace `N`, whatever its slope. -/
theorem trace_linearGuess [Nonempty ι] (H : Matrix ι ι ℝ) (N t : ℝ) :
    (linearGuess H N t).trace = N := by
  have hn : (Fintype.card ι : ℝ) ≠ 0 := Nat.cast_ne_zero.2 Fintype.card_ne_zero
  have h : meanEnergy H * (Fintype.card ι : ℝ) = H.trace := div_mul_cancel₀ _ hn
  simp only [linearGuess, trace_smul, trace_add, trace_sub, trace_one, smul_eq_mul]
  -- the traceless part `μ - H` drops out
  rw [h, sub_self, mul_zero, zero_add]
  field_simp
```

**Q:** You call \(f_t(e)\) an occupation. So far it is only a formula with a suggestive name.

**A:** The name is earned by the eigenvectors. If \(Hv=ev\), then

\[
P_tv=\frac{t(\mu v-ev)+Nv}{n}=f_t(e)\,v.
\]

An orbital of \(H\) with energy \(e\) is therefore an eigenvector of \(P_t\) with eigenvalue \(f_t(e)\). In Lean, `*ᵥ` is the matrix acting on a vector; the proof distributes this action, inserts the eigenvalue equation `hv`, and lets `module` compare the coefficients of \(v\).

```lean
/-- An eigenvector of `H` with energy `e` is an eigenvector of the linear guess, and its
eigenvalue is the occupation assigned to `e`. -/
theorem linearGuess_mulVec {H : Matrix ι ι ℝ} {v : ι → ℝ} {e : ℝ} (N t : ℝ)
    (hv : H *ᵥ v = e • v) :
    linearGuess H N t *ᵥ v = occupation H N t e • v := by
  simp only [linearGuess, occupation, smul_mulVec, add_mulVec, sub_mulVec, one_mulVec, hv]
  module
```

**Q:** To keep all occupations between 0 and 1, you would presumably diagonalise \(H\) and check each level. That would defeat the purpose of a purification method.

**A:** No diagonalisation is needed, only the two bounds. Expand \(P_t\) about the upper bound and its complement about the lower one:

\[
P_t=\frac{t}{n}(b1-H)+f_t(b)\,1,
\]
\[
1-P_t=\frac{t}{n}(H-a1)+\bigl(1-f_t(a)\bigr)1.
\]

In the first line the terms \(tb/n\) and \(-tb/n\) cancel and leave \(P_t\); in the second the terms in \(a\) cancel likewise. If \(t\ge 0\), \(f_t(b)\ge 0\) and \(f_t(a)\le 1\), each right-hand side is a sum of positive semidefinite matrices with nonnegative coefficients.

The hypotheses `ha` and `hb` say that \(H-a1\) and \(b1-H\) are positive semidefinite, which is the operator form of \(a\le H\le b\). `PosSemidef` includes symmetry, so \(H\) needs no separate symmetry hypothesis. The equations `e0` and `e1` in the proof are the two expansions above, and the last lines add up the positive terms.

```lean
/-- If `a ≤ H ≤ b`, the slope is nonnegative, and the occupation is at least 0 at `b` and at
most 1 at `a`, then the linear guess `P` and `1 - P` are positive semidefinite. -/
theorem posSemidef_of_occupation {H : Matrix ι ι ℝ} {N t a b : ℝ}
    (ha : (H - a • (1 : Matrix ι ι ℝ)).PosSemidef)
    (hb : (b • (1 : Matrix ι ι ℝ) - H).PosSemidef) (ht : 0 ≤ t)
    (h0 : 0 ≤ occupation H N t b) (h1 : occupation H N t a ≤ 1) :
    (linearGuess H N t).PosSemidef ∧ (1 - linearGuess H N t).PosSemidef := by
  have hs : 0 ≤ t / (Fintype.card ι : ℝ) := div_nonneg ht (Nat.cast_nonneg _)
  -- expand the guess about the upper bound, and its complement about the lower one
  have e0 : linearGuess H N t = (t / (Fintype.card ι : ℝ)) • (b • (1 : Matrix ι ι ℝ) - H)
      + occupation H N t b • (1 : Matrix ι ι ℝ) := by
    unfold linearGuess occupation
    module
  have e1 : 1 - linearGuess H N t = (t / (Fintype.card ι : ℝ)) • (H - a • (1 : Matrix ι ι ℝ))
      + (1 - occupation H N t a) • (1 : Matrix ι ι ℝ) := by
    unfold linearGuess occupation
    module
  constructor
  · rw [e0]
    exact (hb.smul hs).add (PosSemidef.one.smul h0)
  · rw [e1]
    exact (ha.smul hs).add (PosSemidef.one.smul (sub_nonneg.2 h1))
```

**Q:** That leaves two conditions on the slope. How do they become the minimum in \(L\)?

**A:** Solve each of them for \(t\). Since \(b-\mu\) and \(\mu-a\) are positive,

\[
f_t(b)\ge 0\iff t(b-\mu)\le N\iff t\le\frac{N}{b-\mu},
\]
\[
f_t(a)\le 1\iff t(\mu-a)\le n-N\iff t\le\frac{n-N}{\mu-a}.
\]

Both hold exactly when \(t\) is at most the smaller quotient, that is, when \(t\le L\). In the proof, `le_min_iff` splits the minimum into two inequalities, the division lemmas clear the positive denominators, and `linarith` does the rearranging.

```lean
omit [DecidableEq ι] in
/-- If `a < μ < b`, a slope does not exceed the canonical one exactly when the occupation is at
least 0 at `b` and at most 1 at `a`. -/
theorem le_canonicalSlope_iff [Nonempty ι] {H : Matrix ι ι ℝ} {N t a b : ℝ}
    (haμ : a < meanEnergy H) (hμb : meanEnergy H < b) :
    t ≤ canonicalSlope H N a b ↔ 0 ≤ occupation H N t b ∧ occupation H N t a ≤ 1 := by
  have hn : (0 : ℝ) < Fintype.card ι := Nat.cast_pos.2 Fintype.card_pos
  unfold canonicalSlope occupation
  rw [le_min_iff, le_div_iff₀ (sub_pos.2 hμb), le_div_iff₀ (sub_pos.2 haμ),
    le_div_iff₀ hn, div_le_iff₀ hn]
  constructor <;> rintro ⟨h1, h2⟩ <;> constructor <;> linarith
```

**Q:** Now put the pieces together, and tell me exactly what is assumed.

**A:** The assumptions are the two operator bounds, \(a<\mu<b\), and \(0\le N\le n\). The last of these says that \(N\) can be shared among \(n\) states with an occupation between 0 and 1 in each. It also makes both quotients nonnegative, so \(L\ge 0\). Setting \(t=L\) in the equivalence above gives \(f_L(b)\ge 0\) and \(f_L(a)\le 1\), and the two expansions then give positivity of \(P_0=P_L\) and \(1-P_0\).

The theorem has a fourth conclusion: the linear function reaches a limit at one end of the interval. If the minimum is the first quotient, then \(L(b-\mu)=N\) and

\[
f_L(b)=\frac{-L(b-\mu)+N}{n}=0.
\]

If it is the second, then \(L(\mu-a)=n-N\) and

\[
f_L(a)=\frac{L(\mu-a)+N}{n}=1.
\]

The Lean proof makes this case distinction with `min_choice`. In each branch, `h'` is the corresponding equation for \(L\).

```lean
/-- **Canonical initial guess.** For `a ≤ H ≤ b`, `a < μ < b` and `0 ≤ N ≤ n`, the guess `P`
with the canonical slope has trace `N`, both `P` and `1 - P` are positive semidefinite, and the
occupation is 0 at `b` or 1 at `a`. -/
theorem canonical_initial_guess [Nonempty ι] {H : Matrix ι ι ℝ} {N a b : ℝ}
    (ha : (H - a • (1 : Matrix ι ι ℝ)).PosSemidef)
    (hb : (b • (1 : Matrix ι ι ℝ) - H).PosSemidef)
    (haμ : a < meanEnergy H) (hμb : meanEnergy H < b)
    (hN : 0 ≤ N) (hNn : N ≤ Fintype.card ι) :
    (linearGuess H N (canonicalSlope H N a b)).trace = N ∧
    (linearGuess H N (canonicalSlope H N a b)).PosSemidef ∧
    (1 - linearGuess H N (canonicalSlope H N a b)).PosSemidef ∧
    (occupation H N (canonicalSlope H N a b) b = 0 ∨
      occupation H N (canonicalSlope H N a b) a = 1) := by
  have hn : (Fintype.card ι : ℝ) ≠ 0 := Nat.cast_ne_zero.2 Fintype.card_ne_zero
  have hL : 0 ≤ canonicalSlope H N a b :=
    le_min (div_nonneg hN (sub_pos.2 hμb).le) (div_nonneg (sub_nonneg.2 hNn) (sub_pos.2 haμ).le)
  obtain ⟨h0, h1⟩ := (le_canonicalSlope_iff haμ hμb).1 (le_refl (canonicalSlope H N a b))
  obtain ⟨p0, p1⟩ := posSemidef_of_occupation ha hb hL h0 h1
  refine ⟨trace_linearGuess H N _, p0, p1, ?_⟩
  -- whichever term attains the minimum fixes the occupation at its end of the interval `[a, b]`
  rcases min_choice (N / (b - meanEnergy H))
    (((Fintype.card ι : ℝ) - N) / (meanEnergy H - a)) with h | h
  · left
    have h' : canonicalSlope H N a b * (b - meanEnergy H) = N :=
      (eq_div_iff (sub_pos.2 hμb).ne').1 h
    unfold occupation
    rw [div_eq_zero_iff]
    left
    linarith
  · right
    have h' : canonicalSlope H N a b * (meanEnergy H - a) = (Fintype.card ι : ℝ) - N :=
      (eq_div_iff (sub_pos.2 haμ).ne').1 h
    unfold occupation
    rw [div_eq_iff hn]
    linarith
```

**Q:** So some orbital is always completely empty or completely full?

**A:** Not necessarily. The bounds \(a\) and \(b\) may be estimates that lie outside the actual spectrum. The fourth conclusion concerns the function \(f_L\) at those two energies, and it describes an orbital only if the energy in question is an eigenvalue. At the extremes of filling the picture is simple: \(N=0\) and \(N=n\) both give \(L=0\), and \(P_0\) is the zero matrix or the identity.

**Q:** Is \(L\) merely a safe slope, or is it the largest one?

**A:** It is the largest admissible slope when both bounds are eigenvalues of \(H\). One direction is already done, since \(0\le t\le L\) gives positivity. The converse needs a small fact about a positive semidefinite matrix \(M\). If \(Mv=cv\) with \(v\ne 0\), then

\[
0\le v^{\mathsf T}Mv=c\,v^{\mathsf T}v,
\]

and \(v^{\mathsf T}v>0\) forces \(c\ge 0\). The vector need not be normalised. Lean writes the product as `v ⬝ᵥ v` and reaches the conclusion by contradiction: a negative \(c\) would make the right-hand side negative.

```lean
omit [DecidableEq ι] in
/-- An eigenvalue of a positive semidefinite matrix is nonnegative. -/
theorem eigenvalue_nonneg {M : Matrix ι ι ℝ} {v : ι → ℝ} {c : ℝ} (hM : M.PosSemidef)
    (hv : v ≠ 0) (h : M *ᵥ v = c • v) : 0 ≤ c := by
  have h1 := hM.dotProduct_mulVec_nonneg v
  rw [h, star_trivial, dotProduct_smul, smul_eq_mul] at h1
  have h2 : 0 ≤ v ⬝ᵥ v := Finset.sum_nonneg fun i _ => mul_self_nonneg (v i)
  have h3 : 0 < v ⬝ᵥ v := lt_of_le_of_ne h2 fun h0 => hv (dotProduct_self_eq_zero.1 h0.symm)
  by_contra hc
  have h4 := mul_neg_of_neg_of_pos (not_le.1 hc) h3
  linarith
```

Now take nonzero vectors with \(Hu=au\) and \(Hv=bv\), and suppose that \(P_t\) and \(1-P_t\) are positive semidefinite. The eigenvector rule gives

\[
P_tv=f_t(b)v,\qquad (1-P_t)u=\bigl(1-f_t(a)\bigr)u.
\]

The small fact yields \(f_t(b)\ge 0\) and \(f_t(a)\le 1\), which together mean \(t\le L\).

**Q:** Why restrict this to \(t\ge 0\)?

**A:** A negative slope would give higher levels the larger occupations, and a sufficiently negative one pushes occupations out of \([0,1]\) even though \(t\le L\) still holds. The hypothesis `ht` excludes that case. In the Lean proof, the first branch is the eigenvector argument and the second reuses the positivity theorem.

```lean
/-- When the bounds `a` and `b` are themselves eigenvalues of `H` and `a < μ < b`, a nonnegative
slope gives positive semidefinite `P` and `1 - P` exactly when it does not exceed the canonical
slope. -/
theorem admissible_iff_le_canonicalSlope [Nonempty ι] {H : Matrix ι ι ℝ} {N t a b : ℝ}
    {u v : ι → ℝ} (ha : (H - a • (1 : Matrix ι ι ℝ)).PosSemidef)
    (hb : (b • (1 : Matrix ι ι ℝ) - H).PosSemidef)
    (haμ : a < meanEnergy H) (hμb : meanEnergy H < b)
    (hu : u ≠ 0) (hHu : H *ᵥ u = a • u) (hv : v ≠ 0) (hHv : H *ᵥ v = b • v) (ht : 0 ≤ t) :
    ((linearGuess H N t).PosSemidef ∧ (1 - linearGuess H N t).PosSemidef) ↔
      t ≤ canonicalSlope H N a b := by
  rw [le_canonicalSlope_iff haμ hμb]
  constructor
  · rintro ⟨p0, p1⟩
    refine ⟨eigenvalue_nonneg p0 hv (linearGuess_mulVec N t hHv), ?_⟩
    have h : (1 - linearGuess H N t) *ᵥ u = (1 - occupation H N t a) • u := by
      rw [sub_mulVec, one_mulVec, linearGuess_mulVec N t hHu]
      module
    exact sub_nonneg.1 (eigenvalue_nonneg p1 hu h)
  · rintro ⟨h0, h1⟩
    exact posSemidef_of_occupation ha hb ht h0 h1
```

With loose bounds, a slope somewhat above \(L\) may still be admissible. Better bounds can therefore allow a larger separation between the occupations of low and high levels, since \(f_t(e)-f_t(e')=t(e'-e)/n\).

**Q:** One hypothesis still bothers me. You assume that \(\mu\) lies strictly between the bounds. Is that physics, or a convenience for dividing?

**A:** It says that neither bound coincides with the average level. For any Hamiltonian with at least two distinct levels this follows from the operator bounds. Taking the trace of \(H-a1\), which is positive semidefinite, gives

\[
0\le\operatorname{tr}(H-a1)=n(\mu-a).
\]

If equality held, the eigenvalues of \(H-a1\) would be nonnegative numbers with sum zero. All of them would vanish, and \(H\) would equal \(a1\). The same argument for \(b1-H\) gives \(\mu<b\) unless \(H=b1\).

**Q:** And if all levels do coincide?

**A:** The main theorem still applies if the bounds are loose enough to have \(\mu\) strictly between them, and this includes the case \(n=1\). The guess is then the uniform matrix \((N/n)1\) whatever the slope, because \(\mu 1-H=0\). If \(\mu\) equals \(a\) or \(b\), however, a denominator vanishes. Lean assigns the value 0 to that quotient, so \(L=0\), and for \(0<N<n\) the function \(f_L\) has the constant value \(N/n\) and reaches neither 0 nor 1.

The last theorem expresses "at least two distinct levels" by `hH`: \(H\) differs from \(c1\) for every real \(c\). Its proof uses `trace_eq_zero_iff`, by which a positive semidefinite matrix of trace zero is the zero matrix, to make both trace inequalities strict. Dividing by \(n\) then gives the two bounds on \(\mu\).

```lean
/-- If `a ≤ H ≤ b` and `H` is not a multiple of the identity, its mean level lies strictly
between `a` and `b`. -/
theorem meanEnergy_strictly_between [Nonempty ι] {H : Matrix ι ι ℝ} {a b : ℝ}
    (ha : (H - a • (1 : Matrix ι ι ℝ)).PosSemidef)
    (hb : (b • (1 : Matrix ι ι ℝ) - H).PosSemidef)
    (hH : ∀ c : ℝ, H ≠ c • (1 : Matrix ι ι ℝ)) :
    a < meanEnergy H ∧ meanEnergy H < b := by
  have hn : (0 : ℝ) < Fintype.card ι := Nat.cast_pos.2 Fintype.card_pos
  -- a positive semidefinite matrix of trace zero vanishes
  have h1 := lt_of_le_of_ne ha.trace_nonneg
    fun h => hH a (sub_eq_zero.1 (ha.trace_eq_zero_iff.1 h.symm))
  have h2 := lt_of_le_of_ne hb.trace_nonneg
    fun h => hH b (sub_eq_zero.1 (hb.trace_eq_zero_iff.1 h.symm)).symm
  simp only [trace_sub, trace_smul, trace_one, smul_eq_mul] at h1 h2
  unfold meanEnergy
  rw [lt_div_iff₀ hn, div_lt_iff₀ hn]
  constructor <;> linarith

end

end CanonicalPurificationGuess
```

```lean
#print axioms CanonicalPurificationGuess.trace_linearGuess
#print axioms CanonicalPurificationGuess.canonical_initial_guess
#print axioms CanonicalPurificationGuess.admissible_iff_le_canonicalSlope
#print axioms CanonicalPurificationGuess.meanEnergy_strictly_between
```

```
'CanonicalPurificationGuess.trace_linearGuess' depends on axioms: [propext, Classical.choice, Quot.sound]
'CanonicalPurificationGuess.canonical_initial_guess' depends on axioms: [propext, Classical.choice, Quot.sound]
'CanonicalPurificationGuess.admissible_iff_le_canonicalSlope' depends on axioms: [propext, Classical.choice, Quot.sound]
'CanonicalPurificationGuess.meanEnergy_strictly_between' depends on axioms: [propext, Classical.choice, Quot.sound]
```
